# Equal-mass elastic scattering off a target at rest: away from the beam axis, the two angles add up to less than 90°

A particle of mass \(m>0\) and energy \(\gamma m\), with \(\gamma>1\) and \(c=1\), scatters elastically off an equal mass at rest. If the outgoing momenta \(p\) and \(q\) have a nonzero component transverse to the beam, both particles go forward, and their angles \(\theta_p,\theta_q\) to the beam satisfy

\[
\tan\theta_p\,\tan\theta_q=\frac{2}{\gamma+1},\qquad \theta_p+\theta_q<\frac{\pi}{2}.
\]

If the two energies are equal, then so are the angles, and \(\tan^2\theta_p=2/(\gamma+1)\). I would like to see this derived rigorously from the conservation laws, without assuming forward motion, and checked by machine in Lean 4. How does that go?

## From the conservation laws to the angles

The main step is an identity between the transverse and longitudinal momenta. Put the beam along \(z\). The incoming momentum is \(P=m\sqrt{\gamma^2-1}\), and the conservation laws read

\[
E_p+E_q=m(\gamma+1),\quad p_x+q_x=0,\quad p_y+q_y=0,\quad p_z+q_z=P.
\]

The transverse momenta are opposite, so they have a common magnitude \(t\), and

\[
E_p^2=m^2+t^2+p_z^2,\qquad E_q^2=m^2+t^2+q_z^2 .
\]

Write \(S=m(\gamma+1)\), \(D=E_p-E_q\) and \(\delta=p_z-q_z\). Subtracting the two squared energies gives \(SD=P\delta\). Adding them and doubling gives

\[
S^2+D^2=4m^2+4t^2+P^2+\delta^2 .
\]

Since \(P^2/S^2=(\gamma-1)/(\gamma+1)\), we have \(D^2=\delta^2(\gamma-1)/(\gamma+1)\). Also \(S^2-P^2=2m^2(\gamma+1)\). Therefore

\[
4t^2=2m^2(\gamma-1)-\frac{2\delta^2}{\gamma+1}.
\]

Multiplying by \(\gamma+1\) turns the right-hand side into \(2(P^2-\delta^2)=8p_zq_z\), so

\[
t^2(\gamma+1)=2p_zq_z .
\]

For \(t>0\) the product \(p_zq_z\) is positive, so the two components have the same sign. Their sum \(P\) is positive, so both are positive. The angles then lie in \([0,\pi/2)\), with \(\tan\theta_p=t/p_z\) and \(\tan\theta_q=t/q_z\), and

\[
\tan\theta_p\tan\theta_q=\frac{t^2}{p_zq_z}=\frac{2}{\gamma+1}.
\]

For the sum of the angles, let \(C=\cos\theta_p\cos\theta_q\). The tangent product says \(\sin\theta_p\sin\theta_q=2C/(\gamma+1)\), so the addition formulas give

\[
\cos(\theta_p+\theta_q)=\frac{\gamma-1}{\gamma+1}\,C,\qquad
\cos(\theta_p-\theta_q)=\frac{\gamma+3}{\gamma+1}\,C,
\]

and hence

\[
\cos(\theta_p+\theta_q)=\frac{\gamma-1}{\gamma+3}\cos(\theta_p-\theta_q).
\]

The difference of the angles lies strictly between \(-\pi/2\) and \(\pi/2\), so the right-hand side is positive. The sum lies in \([0,\pi)\) and has a positive cosine, so it is below \(\pi/2\).

Equal energies mean \(p_z^2=q_z^2\), because \(m\) and \(t\) are common to both particles. Both components are positive, so \(p_z=q_z\), the angles agree, and the tangent product becomes a square. Conversely, equal angles give \(t/p_z=t/q_z\), hence \(p_z=q_z\) and equal energies. Since \(\cos(\theta_p-\theta_q)\le 1\), it also follows that \(\cos(\theta_p+\theta_q)\le(\gamma-1)/(\gamma+3)\), with equality exactly at equal energies.

## The collision in Lean

```lean
import Mathlib

namespace EqualMassScattering

noncomputable section

/-- A momentum in Cartesian components, with the beam along the `z` axis. -/
structure Momentum where
  x : ℝ
  y : ℝ
  z : ℝ

/-- The magnitude of the momentum component perpendicular to the beam. -/
def transverse (p : Momentum) : ℝ := Real.sqrt (p.x ^ 2 + p.y ^ 2)

/-- The magnitude of a momentum. -/
def magnitude (p : Momentum) : ℝ := Real.sqrt (p.x ^ 2 + p.y ^ 2 + p.z ^ 2)

/-- The relativistic energy of a particle of mass `m` and momentum `p`, in units with `c = 1`. -/
def energy (m : ℝ) (p : Momentum) : ℝ :=
  Real.sqrt (m ^ 2 + (p.x ^ 2 + p.y ^ 2 + p.z ^ 2))

/-- The angle between a momentum and the beam direction. -/
def polarAngle (p : Momentum) : ℝ := Real.arccos (p.z / magnitude p)

/-- Conservation of energy and momentum when a particle of mass `m` and energy `γ m` hits
an equal mass at rest and the two leave with momenta `p` and `q`. -/
structure Elastic (m γ : ℝ) (p q : Momentum) : Prop where
  en : energy m p + energy m q = γ * m + m
  px : p.x + q.x = 0
  py : p.y + q.y = 0
  pz : p.z + q.z = m * Real.sqrt (γ ^ 2 - 1)

variable {m γ : ℝ} {p q : Momentum}

/-- The two outgoing particles have transverse momenta of equal magnitude. -/
theorem transverse_eq (h : Elastic m γ p q) : transverse q = transverse p := by
  have hx : q.x = -p.x := by linarith [h.px]
  have hy : q.y = -p.y := by linarith [h.py]
  unfold transverse
  rw [hx, hy, neg_sq, neg_sq]

/-- The conservation laws tie the squared transverse momentum to the product of the
longitudinal momenta. -/
theorem transverse_balance (hm : 0 < m) (hγ : 1 < γ) (h : Elastic m γ p q) :
    transverse p ^ 2 * (γ + 1) = 2 * (p.z * q.z) := by
  have tp : transverse p ^ 2 = p.x ^ 2 + p.y ^ 2 := Real.sq_sqrt (by positivity)
  have tq : transverse q ^ 2 = q.x ^ 2 + q.y ^ 2 := Real.sq_sqrt (by positivity)
  rw [transverse_eq h] at tq
  have ep : energy m p ^ 2 = m ^ 2 + (p.x ^ 2 + p.y ^ 2 + p.z ^ 2) :=
    Real.sq_sqrt (by positivity)
  have eq' : energy m q ^ 2 = m ^ 2 + (q.x ^ 2 + q.y ^ 2 + q.z ^ 2) :=
    Real.sq_sqrt (by positivity)
  have hr : Real.sqrt (γ ^ 2 - 1) ^ 2 = γ ^ 2 - 1 := Real.sq_sqrt (by nlinarith)
  have hP : (p.z + q.z) ^ 2 = m ^ 2 * (γ ^ 2 - 1) := by rw [h.pz, mul_pow, hr]
  have hS := h.en
  generalize energy m p = a at *
  generalize energy m q = b at *
  generalize transverse p = t at *
  have e1 : a ^ 2 = m ^ 2 + t ^ 2 + p.z ^ 2 := by linarith
  have e2 : b ^ 2 = m ^ 2 + t ^ 2 + q.z ^ 2 := by linarith
  -- the energy difference is fixed by the longitudinal momenta
  have hD : m * (γ + 1) * (a - b) = (p.z + q.z) * (p.z - q.z) := by
    linear_combination e1 - e2 - (a - b) * hS
  have h2 : (m * (γ + 1)) ^ 2 + (a - b) ^ 2
      = 4 * m ^ 2 + 4 * t ^ 2 + 2 * p.z ^ 2 + 2 * q.z ^ 2 := by
    linear_combination 2 * e1 + 2 * e2 - (a + b + m * (γ + 1)) * hS
  -- eliminate the energies altogether
  have h3 : (m * (γ + 1)) ^ 4 + ((p.z + q.z) * (p.z - q.z)) ^ 2
      = (m * (γ + 1)) ^ 2 * (4 * m ^ 2 + 4 * t ^ 2 + 2 * p.z ^ 2 + 2 * q.z ^ 2) := by
    linear_combination (m * (γ + 1)) ^ 2 * h2
      - (m * (γ + 1) * (a - b) + (p.z + q.z) * (p.z - q.z)) * hD
  have hg : 0 < γ + 1 := by linarith
  have hne : m ^ 2 * (γ + 1) ≠ 0 := by positivity
  apply mul_left_cancel₀ hne
  linear_combination (-1 / 4) * h3
    + (1 / 4) * ((p.z - q.z) ^ 2 - m ^ 2 * (γ + 1) ^ 2 - 2 * m ^ 2 * (γ + 1)) * hP

/-- If the transverse momentum is nonzero, both particles move forward along the beam. -/
theorem both_forward (hm : 0 < m) (hγ : 1 < γ) (h : Elastic m γ p q)
    (ht : 0 < transverse p) : 0 < p.z ∧ 0 < q.z := by
  have hb := transverse_balance hm hγ h
  have hg : 0 < γ + 1 := by linarith
  have hpos : 0 < transverse p ^ 2 * (γ + 1) := by positivity
  have hprod : 0 < p.z * q.z := by linarith
  have hsum : 0 < p.z + q.z := by
    rw [h.pz]
    exact mul_pos hm (Real.sqrt_pos.mpr (by nlinarith))
  rcases mul_pos_iff.mp hprod with h1 | h1
  · exact h1
  · linarith [h1.1, h1.2]

/-- A particle moving forward has a polar angle in `[0, π/2)`, whose tangent is the ratio
of transverse to longitudinal momentum. -/
theorem polarAngle_forward (hp : 0 < p.z) :
    0 ≤ polarAngle p ∧ polarAngle p < Real.pi / 2 ∧
      Real.tan (polarAngle p) = transverse p / p.z := by
  have hN : 0 < p.x ^ 2 + p.y ^ 2 + p.z ^ 2 := by positivity
  have hM : 0 < magnitude p := Real.sqrt_pos.mpr hN
  have hM2 : magnitude p ^ 2 = p.x ^ 2 + p.y ^ 2 + p.z ^ 2 := Real.sq_sqrt hN.le
  have hT : 0 ≤ transverse p := Real.sqrt_nonneg _
  have hT2 : transverse p ^ 2 = p.x ^ 2 + p.y ^ 2 := Real.sq_sqrt (by positivity)
  refine ⟨Real.arccos_nonneg _, Real.arccos_lt_pi_div_two.mpr (div_pos hp hM), ?_⟩
  have hs : 1 - (p.z / magnitude p) ^ 2 = (transverse p / magnitude p) ^ 2 := by
    rw [div_pow, div_pow, hM2, hT2, eq_div_iff hN.ne', sub_mul, div_mul_cancel₀ _ hN.ne']
    ring
  rw [polarAngle, Real.tan_arccos, hs, Real.sqrt_sq (div_nonneg hT hM.le)]
  have h1 := hM.ne'
  have h2 := hp.ne'
  field_simp

/-- If the transverse momentum is nonzero, the tangents of the two scattering angles multiply to
`2/(γ + 1)`. -/
theorem tan_mul_tan (hm : 0 < m) (hγ : 1 < γ) (h : Elastic m γ p q)
    (ht : 0 < transverse p) :
    Real.tan (polarAngle p) * Real.tan (polarAngle q) = 2 / (γ + 1) := by
  obtain ⟨hp, hq⟩ := both_forward hm hγ h ht
  have hg : 0 < γ + 1 := by linarith
  rw [(polarAngle_forward hp).2.2, (polarAngle_forward hq).2.2, transverse_eq h,
    div_mul_div_comm, div_eq_div_iff (mul_pos hp hq).ne' hg.ne']
  linear_combination transverse_balance hm hγ h

/-- The cosine of the sum of the scattering angles is `(γ - 1)/(γ + 3)` times the cosine
of their difference. -/
theorem cos_opening (hm : 0 < m) (hγ : 1 < γ) (h : Elastic m γ p q)
    (ht : 0 < transverse p) :
    Real.cos (polarAngle p + polarAngle q)
      = (γ - 1) / (γ + 3) * Real.cos (polarAngle p - polarAngle q) := by
  obtain ⟨hp, hq⟩ := both_forward hm hγ h ht
  obtain ⟨p0, p1, -⟩ := polarAngle_forward hp
  obtain ⟨q0, q1, -⟩ := polarAngle_forward hq
  have cp := Real.cos_pos_of_mem_Ioo ⟨by linarith [Real.pi_pos], p1⟩
  have cq := Real.cos_pos_of_mem_Ioo ⟨by linarith [Real.pi_pos], q1⟩
  have hg : 0 < γ + 1 := by linarith
  have hg3 : 0 < γ + 3 := by linarith
  have key := tan_mul_tan hm hγ h ht
  rw [Real.tan_eq_sin_div_cos (polarAngle p), Real.tan_eq_sin_div_cos (polarAngle q),
    div_mul_div_comm, div_eq_div_iff (mul_pos cp cq).ne' hg.ne'] at key
  rw [Real.cos_add, Real.cos_sub, div_mul_eq_mul_div, eq_div_iff hg3.ne']
  linear_combination (-2) * key

/-- The two particles leave at equal angles to the beam exactly when their energies
are equal. -/
theorem equal_angle_iff (hm : 0 < m) (hγ : 1 < γ) (h : Elastic m γ p q)
    (ht : 0 < transverse p) :
    polarAngle p = polarAngle q ↔ energy m p = energy m q := by
  obtain ⟨hp, hq⟩ := both_forward hm hγ h ht
  have hx : q.x = -p.x := by linarith [h.px]
  have hy : q.y = -p.y := by linarith [h.py]
  constructor
  · intro ha
    have h1 := (polarAngle_forward hp).2.2
    rw [ha, (polarAngle_forward hq).2.2, transverse_eq h,
      div_eq_div_iff hq.ne' hp.ne'] at h1
    have hz : p.z = q.z := mul_left_cancel₀ ht.ne' h1
    unfold energy
    rw [hx, hy, hz, neg_sq, neg_sq]
  · intro he
    have ep : energy m p ^ 2 = m ^ 2 + (p.x ^ 2 + p.y ^ 2 + p.z ^ 2) :=
      Real.sq_sqrt (by positivity)
    have eq' : energy m q ^ 2 = m ^ 2 + (q.x ^ 2 + q.y ^ 2 + q.z ^ 2) :=
      Real.sq_sqrt (by positivity)
    rw [he, eq', hx, hy, neg_sq, neg_sq] at ep
    have hz : p.z = q.z := (sq_eq_sq₀ hp.le hq.le).mp (by linarith)
    unfold polarAngle magnitude
    rw [hx, hy, hz, neg_sq, neg_sq]

/-- Equal-mass elastic scattering off a target at rest, with nonzero transverse momentum: both
particles go forward, the tangents of their angles multiply to `2/(γ + 1)`, the angles add up to
less than `π/2`, and equal energies give equal angles with `tan² θ = 2/(γ + 1)`. -/
theorem equal_mass_scattering (hm : 0 < m) (hγ : 1 < γ) (h : Elastic m γ p q)
    (ht : 0 < transverse p) :
    (0 < p.z ∧ 0 < q.z) ∧
    Real.tan (polarAngle p) * Real.tan (polarAngle q) = 2 / (γ + 1) ∧
    polarAngle p + polarAngle q < Real.pi / 2 ∧
    (energy m p = energy m q →
      polarAngle p = polarAngle q ∧ Real.tan (polarAngle p) ^ 2 = 2 / (γ + 1)) := by
  have hf := both_forward hm hγ h ht
  have htan := tan_mul_tan hm hγ h ht
  refine ⟨hf, htan, ?_, ?_⟩
  · obtain ⟨p0, p1, -⟩ := polarAngle_forward hf.1
    obtain ⟨q0, q1, -⟩ := polarAngle_forward hf.2
    -- the cosine of the difference is positive, hence so is the cosine of the sum
    have hd : 0 < Real.cos (polarAngle p - polarAngle q) :=
      Real.cos_pos_of_mem_Ioo ⟨by linarith, by linarith⟩
    have hk : 0 < (γ - 1) / (γ + 3) := div_pos (by linarith) (by linarith)
    have hc := mul_pos hk hd
    rw [← cos_opening hm hγ h ht] at hc
    by_contra hn
    have := Real.cos_nonpos_of_pi_div_two_le_of_le (not_lt.mp hn)
      (by linarith [Real.pi_pos])
    linarith
  · intro he
    have ha := (equal_angle_iff hm hγ h ht).mpr he
    refine ⟨ha, ?_⟩
    rw [← ha] at htan
    rw [sq, htan]

/-- The cosine of the sum of the scattering angles is at most `(γ - 1)/(γ + 3)`, with equality
exactly when the two energies are equal. -/
theorem opening_angle_bound (hm : 0 < m) (hγ : 1 < γ) (h : Elastic m γ p q)
    (ht : 0 < transverse p) :
    Real.cos (polarAngle p + polarAngle q) ≤ (γ - 1) / (γ + 3) ∧
    (Real.cos (polarAngle p + polarAngle q) = (γ - 1) / (γ + 3) ↔
      energy m p = energy m q) := by
  obtain ⟨hp, hq⟩ := both_forward hm hγ h ht
  obtain ⟨p0, p1, -⟩ := polarAngle_forward hp
  obtain ⟨q0, q1, -⟩ := polarAngle_forward hq
  have hk : 0 < (γ - 1) / (γ + 3) := div_pos (by linarith) (by linarith)
  rw [cos_opening hm hγ h ht, ← equal_angle_iff hm hγ h ht]
  refine ⟨mul_le_of_le_one_right hk.le (Real.cos_le_one _), ?_, ?_⟩
  · intro he
    have h1 : Real.cos (polarAngle p - polarAngle q) = 1 :=
      mul_left_cancel₀ hk.ne' (by rw [he, mul_one])
    have h0 := (Real.cos_eq_one_iff_of_lt_of_lt (by linarith [Real.pi_pos])
      (by linarith [Real.pi_pos])).mp h1
    linarith
  · intro ha
    rw [ha, sub_self, Real.cos_zero, mul_one]

/-- An explicit collision with `m = 1` and `γ = 17/8` that obeys the conservation laws and
has nonzero transverse momentum. -/
theorem elastic_witness :
    Elastic 1 (17 / 8) ⟨3 / 4, 0, 15 / 16⟩ ⟨-3 / 4, 0, 15 / 16⟩ ∧
      0 < transverse ⟨3 / 4, 0, 15 / 16⟩ := by
  have h1 : energy 1 ⟨3 / 4, 0, 15 / 16⟩ = 25 / 16 := by
    show Real.sqrt ((1 : ℝ) ^ 2 + ((3 / 4) ^ 2 + 0 ^ 2 + (15 / 16) ^ 2)) = 25 / 16
    rw [show (1 : ℝ) ^ 2 + ((3 / 4) ^ 2 + 0 ^ 2 + (15 / 16) ^ 2) = (25 / 16) ^ 2 by norm_num]
    exact Real.sqrt_sq (by norm_num)
  have h2 : energy 1 ⟨-3 / 4, 0, 15 / 16⟩ = 25 / 16 := by
    show Real.sqrt ((1 : ℝ) ^ 2 + ((-3 / 4) ^ 2 + 0 ^ 2 + (15 / 16) ^ 2)) = 25 / 16
    rw [show (1 : ℝ) ^ 2 + ((-3 / 4) ^ 2 + 0 ^ 2 + (15 / 16) ^ 2) = (25 / 16) ^ 2 by norm_num]
    exact Real.sqrt_sq (by norm_num)
  have h3 : Real.sqrt ((17 / 8 : ℝ) ^ 2 - 1) = 15 / 8 := by
    rw [show (17 / 8 : ℝ) ^ 2 - 1 = (15 / 8) ^ 2 by norm_num]
    exact Real.sqrt_sq (by norm_num)
  refine ⟨⟨?_, ?_, ?_, ?_⟩, ?_⟩
  · rw [h1, h2]; norm_num
  · norm_num
  · norm_num
  · rw [h3]; norm_num
  · exact Real.sqrt_pos.mpr (by norm_num)

end

end EqualMassScattering
```

```lean
#print axioms EqualMassScattering.equal_mass_scattering
#print axioms EqualMassScattering.opening_angle_bound
```

```
'EqualMassScattering.equal_mass_scattering' depends on axioms: [propext, Classical.choice, Quot.sound]
'EqualMassScattering.opening_angle_bound' depends on axioms: [propext, Classical.choice, Quot.sound]
```

## What the definitions and theorems say

A `Momentum` is a triple of real Cartesian components. `transverse p` is \(t\), `magnitude p` is \(|p|\), and `energy m p` is \(\sqrt{m^2+|p|^2}\), so the outgoing particles are on the mass shell by definition. The angle `polarAngle p` is \(\arccos(p_z/|p|)\), which ranges over \([0,\pi]\). Backward scattering is therefore expressible, and its absence is a theorem.

The proposition `Elastic m γ p q` contains the four conservation laws and nothing else. The incoming state enters through its total energy `γ * m + m` and its longitudinal momentum `m * Real.sqrt (γ ^ 2 - 1)`. Giving both outgoing particles the mass `m` is what makes the collision elastic.

The main theorem, `equal_mass_scattering`, assumes `0 < m`, `1 < γ`, the conservation laws and `0 < transverse p`. The last condition excludes the case in which one particle carries off the whole beam momentum and the other is left at rest, with no direction of its own. The conclusion lists forward motion, the tangent product, the bound on the sum of the angles, and the equal-energy case. Two further theorems sharpen this: `equal_angle_iff` makes equal angles equivalent to equal energies, and `opening_angle_bound` gives the bound on the cosine together with its equality case.

The theorem `elastic_witness` exhibits a collision that satisfies all the assumptions, with \(m=1\), \(\gamma=17/8\) and both energies equal to \(25/16\). It does not construct a collision for every \(\gamma\).

These relations constrain the final states of Møller and Bhabha scattering, and can test simulated events, provided the target electron is free and at rest and no photon is emitted. They are purely kinematic: amplitudes, cross sections and spin do not enter, and nothing is said about how likely each angle is.

## How the proof follows the derivation

`transverse_eq` shows that both particles have the same \(t\). `transverse_balance` carries out the elimination. It first records the squares of all the square roots, then uses `generalize` to replace the energies and the transverse momentum by plain variables `a`, `b` and `t`, which leaves a polynomial problem. There `hD` is \(SD=P\delta\), `h2` is the formula for \(S^2+D^2\), and `h3` is that formula multiplied by \(S^2\), with \(D\) eliminated. Each `linear_combination` supplies the coefficients that combine the known equations into the next one. Where the derivation above divides by \(S^2\), Lean proves the identity multiplied by \(m^2(\gamma+1)\) and cancels this nonzero factor.

`both_forward` splits a positive product into two cases, both factors positive or both negative, and rules out the second by the positive sum. `polarAngle_forward` places the angle in \([0,\pi/2)\) and computes its tangent from \(\tan(\arccos u)=\sqrt{1-u^2}/u\) with \(u=p_z/|p|\). With these, `tan_mul_tan` reduces to the balance identity.

`cos_opening` writes the tangents as sines over cosines, clears the positive denominators and expands both cosines by the addition formulas. The main theorem then argues by contradiction: a sum of at least \(\pi/2\) would have a nonpositive cosine, whereas `cos_opening` makes it positive.

Both directions of `equal_angle_iff` pass through \(p_z=q_z\), as in the derivation. For the equality case, `opening_angle_bound` cancels the positive factor \((\gamma-1)/(\gamma+3)\) to get \(\cos(\theta_p-\theta_q)=1\). In the range available to the difference, this forces it to be zero, and `equal_angle_iff` translates equal angles into equal energies.
